# A uniform k mesh fixes every Bloch Hamiltonian of a chain with hopping range M exactly when it has more than 2M points

Take a chain with one orbital per cell and the band E(k) = t sin(Mk), whose hoppings reach M ≥ 1 cells. These hoppings are imaginary, so the chain lacks time-reversal symmetry. On the uniform mesh of 2M points k = πj/M the band is zero everywhere, and between the points it swings out to t or −t. No interpolation from those points can tell it from a flat band at zero.

Koopmans-compliant band structures meet this problem when the corrected Hamiltonian is computed on a coarse mesh, or in the equivalent supercell, and interpolated in a basis of Wannier functions. For a one-dimensional lattice with strictly finite hopping range, the theorems below say which meshes make that interpolation exact.

## Hoppings that stop at M cells

Let h_R be the matrix of hoppings between Wannier functions R cells apart. The Hamiltonian and the mesh of K points are

H(k) = Σ_{|R|≤M} exp(ikR) h_R

k_j = 2πj/K, 0 ≤ j < K.

The lattice constant is 1, and the phase depends on the cell vector R, not on orbital positions within the cell.

In Lean 4 with Mathlib:

```lean
import Mathlib

namespace KoopmansWannierInterpolation

noncomputable section

variable {n : Type*}

/-- The Bloch phase `exp(i k R)` of the lattice vector `R` at crystal momentum `k`. -/
def phase (k : ℝ) (R : ℤ) : ℂ := Complex.exp (Complex.I * k * R)

/-- The Hamiltonian `H(k) = ∑ exp(i k R) h_R`, with hopping matrices `h_R` of range
`|R| ≤ M`. -/
def blochHamiltonian (M : ℕ) (h : ℤ → Matrix n n ℂ) (k : ℝ) : Matrix n n ℂ :=
  ∑ R ∈ Finset.Icc (-(M : ℤ)) M, phase k R • h R

/-- The point `2 π j / K` of the uniform mesh with `K ≥ 1` points. -/
def meshPoint (K j : ℕ) : ℝ := 2 * Real.pi * j / K
```

The type `n` labels the orbitals in a cell. The function `h` assigns a complex matrix to every integer, but `blochHamiltonian M h` reads only those with |R| ≤ M. Hermiticity, h_{−R} = h_R†, is not required. The samples are whole matrices in one fixed Wannier gauge, not band energies.

The finite range is built into the definition of H and makes the number of unknown matrices finite. Without some bound on the range, no finite mesh is enough: sin(Kk) vanishes at all K mesh points. In a real insulator the hoppings decay without stopping, so the step left to the user is to show that those beyond M are negligible for the Koopmans Hamiltonian at hand.

## Lattice vectors that are not multiples of K

A mesh of K points cannot distinguish lattice vectors that differ by a multiple of K, just as a periodic supercell of K cells cannot. All others it separates. Let d be an integer not divisible by K, and set z = exp(2πid/K). The phase exp(ik_j d) is z^j. Since z^K = 1 and z ≠ 1,

(1 − z) Σ_{j<K} z^j = 1 − z^K = 0,

and so Σ_{j<K} exp(ik_j d) = 0.

```lean
/-- The Bloch phase of a sum of lattice vectors is the product of their phases. -/
theorem phase_add (k : ℝ) (R S : ℤ) : phase k (R + S) = phase k R * phase k S := by
  unfold phase
  rw [← Complex.exp_add]
  congr 1
  push_cast
  ring

/-- On a mesh of `K ≥ 1` points, the Bloch phases of a lattice vector that is not a multiple
of `K` sum to zero. -/
theorem mesh_sum_eq_zero {K : ℕ} (hK : 0 < K) {d : ℤ} (hd : ¬ (K : ℤ) ∣ d) :
    ∑ j ∈ Finset.range K, phase (meshPoint K j) d = 0 := by
  have hK' : (K : ℂ) ≠ 0 := by exact_mod_cast hK.ne'
  obtain ⟨z, hz⟩ : ∃ z, z = Complex.exp (2 * Real.pi * Complex.I * d / K) := ⟨_, rfl⟩
  -- the phases are the powers of a root of unity `z`
  have hpow : ∀ j : ℕ, phase (meshPoint K j) d = z ^ j := by
    intro j
    rw [hz, ← Complex.exp_nat_mul]
    unfold phase meshPoint
    congr 1
    push_cast
    ring
  have hzK : z ^ K = 1 := by
    rw [hz, ← Complex.exp_nat_mul, Complex.exp_eq_one_iff]
    exact ⟨d, by field_simp⟩
  have hz1 : z ≠ 1 := by
    intro h
    rw [hz] at h
    obtain ⟨m, hm⟩ := Complex.exp_eq_one_iff.mp h
    rw [div_eq_iff hK'] at hm
    have h3 : (d : ℂ) = K * m := by
      apply mul_left_cancel₀ Complex.two_pi_I_ne_zero
      linear_combination hm
    exact hd ⟨m, by exact_mod_cast h3⟩
  have hg := mul_neg_geom_sum z K
  rw [hzK, sub_self] at hg
  rw [Finset.sum_congr rfl (fun j _ => hpow j)]
  exact (mul_eq_zero.mp hg).resolve_left (sub_ne_zero.mpr hz1.symm)
```

In `mesh_sum_eq_zero`, `hpow` writes the phases as powers of z, `hzK` is z^K = 1, and `hz1` is z ≠ 1. Only `hz1` uses the assumption `hd` that K does not divide d: if z were 1, then d/K would be an integer. `mul_neg_geom_sum` supplies the geometric sum, and the nonzero factor 1 − z is cancelled. If K divides d, every phase is 1 and the sum is K instead of zero.

## More than 2M mesh points

The condition K > 2M says that the supercell is longer than the largest separation between two lattice vectors in range. Apply the inverse transform to the samples and exchange the sums:

(1/K) Σ_j exp(−ik_j R) H(k_j) = Σ_{|S|≤M} [(1/K) Σ_j exp(ik_j(S − R))] h_S.

Both R and S lie between −M and M, so |S − R| ≤ 2M < K. The only multiple of K that S − R can equal is zero. Every bracket with S ≠ R vanishes, the bracket with S = R is 1, and the result is h_R.

```lean
/-- If `K > 2M`, the discrete inverse Fourier transform of the mesh values of `H` returns
every hopping matrix `h_R` with `|R| ≤ M`. -/
theorem hopping_recovery {M K : ℕ} (hMK : 2 * M < K) (h : ℤ → Matrix n n ℂ) {R : ℤ}
    (hR : R ∈ Finset.Icc (-(M : ℤ)) M) :
    (K : ℂ)⁻¹ • ∑ j ∈ Finset.range K,
      phase (meshPoint K j) (-R) • blochHamiltonian M h (meshPoint K j) = h R := by
  have hK : 0 < K := by omega
  have hK' : (K : ℂ) ≠ 0 := by exact_mod_cast hK.ne'
  have key : ∑ j ∈ Finset.range K,
      phase (meshPoint K j) (-R) • blochHamiltonian M h (meshPoint K j) = (K : ℂ) • h R := by
    calc _ = ∑ S ∈ Finset.Icc (-(M : ℤ)) M,
          (∑ j ∈ Finset.range K, phase (meshPoint K j) (S - R)) • h S := by
          simp only [blochHamiltonian, Finset.smul_sum, Finset.sum_smul]
          rw [Finset.sum_comm]
          refine Finset.sum_congr rfl fun S _ => Finset.sum_congr rfl fun j _ => ?_
          rw [smul_smul, ← phase_add, neg_add_eq_sub]
      _ = (∑ j ∈ Finset.range K, phase (meshPoint K j) (R - R)) • h R := by
          refine Finset.sum_eq_single_of_mem R hR fun S hS hne => ?_
          -- two lattice vectors in range differ by less than `K`
          have hnd : ¬ (K : ℤ) ∣ S - R := by
            rintro ⟨c, hc⟩
            rw [Finset.mem_Icc] at hR hS
            have hMK' : 2 * (M : ℤ) < K := by exact_mod_cast hMK
            rcases lt_trichotomy c 0 with h0 | h0 | h0
            · nlinarith
            · rw [h0, mul_zero] at hc
              omega
            · nlinarith
          rw [mesh_sum_eq_zero hK hnd, zero_smul]
      _ = (K : ℂ) • h R := by simp [phase]
  rw [key, smul_smul, inv_mul_cancel₀ hK', one_smul]
```

The `calc` block in `hopping_recovery` makes the same moves: it exchanges the sums and combines the phases with `phase_add`, keeps the term S = R, and counts K phases equal to 1. The condition enters at `hnd`. If S − R = Kc, then a negative or positive c makes the separation too large, and c = 0 contradicts S ≠ R.

Two Hamiltonians with equal samples therefore have equal hoppings in range, and so agree at every real k. `samples_determine` states this, and its proof rewrites each hopping matrix as the inverse transform of the samples.

```lean
/-- If `K > 2M`, two Hamiltonians of hopping range `M` that agree at the `K` mesh points
agree at every `k`. -/
theorem samples_determine {M K : ℕ} (hMK : 2 * M < K) (h h' : ℤ → Matrix n n ℂ)
    (hs : ∀ j < K, blochHamiltonian M h (meshPoint K j)
      = blochHamiltonian M h' (meshPoint K j)) (k : ℝ) :
    blochHamiltonian M h k = blochHamiltonian M h' k := by
  refine Finset.sum_congr rfl fun R hR => ?_
  have e : h R = h' R := by
    rw [← hopping_recovery hMK h hR, ← hopping_recovery hMK h' hR]
    congr 1
    refine Finset.sum_congr rfl fun j hj => ?_
    rw [hs j (Finset.mem_range.mp hj)]
  rw [e]
```

Putting the recovered h_R back into the Fourier sum gives

H(k) = Σ_{|R|≤M} exp(ikR) (1/K) Σ_j exp(−ik_j R) H(k_j)

= Σ_j D(k − k_j) H(k_j),

D(q) = (1/K) Σ_{|R|≤M} exp(iqR).

The function D is the Dirichlet kernel with the factor 1/K included, which many textbooks leave out.

```lean
/-- If `K > 2M`, then `H(k)` is the sum of the mesh values `H(k_j)` weighted by the Dirichlet
kernel `(1/K) ∑ exp(i (k - k_j) R)`, the sum running over `|R| ≤ M`. -/
theorem interpolation_formula {M K : ℕ} (hMK : 2 * M < K) (h : ℤ → Matrix n n ℂ) (k : ℝ) :
    blochHamiltonian M h k = ∑ j ∈ Finset.range K,
      ((K : ℂ)⁻¹ * ∑ R ∈ Finset.Icc (-(M : ℤ)) M, phase (k - meshPoint K j) R) •
        blochHamiltonian M h (meshPoint K j) := by
  have hsub : ∀ (q : ℝ) (R : ℤ), phase (k - q) R = phase k R * phase q (-R) := by
    intro q R
    unfold phase
    rw [← Complex.exp_add]
    congr 1
    push_cast
    ring
  calc blochHamiltonian M h k = ∑ R ∈ Finset.Icc (-(M : ℤ)) M, phase k R •
        ((K : ℂ)⁻¹ • ∑ j ∈ Finset.range K,
          phase (meshPoint K j) (-R) • blochHamiltonian M h (meshPoint K j)) :=
        Finset.sum_congr rfl fun R hR => by rw [hopping_recovery hMK h hR]
    _ = _ := by
        simp only [Finset.smul_sum, Finset.mul_sum, Finset.sum_smul]
        rw [Finset.sum_comm]
        refine Finset.sum_congr rfl fun j _ => Finset.sum_congr rfl fun R _ => ?_
        rw [smul_smul, smul_smul, hsub]
        congr 1
        ring
```

In `interpolation_formula`, `hsub` splits the phase at k − k_j into the two phases of the first line. The rest exchanges the sums and collects factors.

When K ≤ 2M, the inverse transform returns h_R plus every other h_S in range for which S − R is a multiple of K. The hoppings are folded together, and the equivalence at the end shows that uniqueness then fails for every K from 1 to 2M.

## Collapsing a sum with `Finset.sum_eq_single_of_mem`

The lemma that carries K > 2M into the proof is Mathlib's `Finset.sum_eq_single_of_mem`. It takes an element of a finite set and a proof that the summand vanishes at every other element, and concludes that the whole sum equals the one remaining term.

In `hopping_recovery` the element is `R`, and `hR` shows that it is in range. For any other `S`, the goal is that its term is zero. The names `hS` and `hne` then hold exactly what the argument by hand uses: S is in range, and S differs from R. The surviving term appears as the summand evaluated at `R`, which is why the next line of the calculation contains `R - R`.

The same lemma proves `bloch_single`, where the other terms vanish because their hopping matrices are zero.

```lean
/-- A single hopping matrix `A` at lattice vector `a`, `|a| ≤ M`, gives
`H(k) = exp(i k a) A`. -/
theorem bloch_single {M : ℕ} {a : ℤ} (ha : a ∈ Finset.Icc (-(M : ℤ)) M)
    (A : Matrix n n ℂ) (k : ℝ) :
    blochHamiltonian M (Pi.single a A) k = phase k a • A := by
  unfold blochHamiltonian
  rw [Finset.sum_eq_single_of_mem a ha]
  · rw [Pi.single_eq_same]
  · intro S _ hS
    rw [Pi.single_eq_of_ne hS, smul_zero]
```

## A range of at least one cell

Let M ≥ 1, so that hopping between cells is allowed, and take K = 2M. Choose the matrix −(i/2)A at R = M and (i/2)A at R = −M. Then

H(k) = −(i/2)[exp(iMk) − exp(−iMk)] A = sin(Mk) A.

At k_j = 2πj/(2M) = πj/M the sine is sin(πj) = 0. At k = π/(2M) it is sin(π/2) = 1, so H = A. Any nonzero A gives a Hamiltonian that the mesh confuses with zero, and a Hermitian A makes H(k) Hermitian.

```lean
/-- Hopping matrices `-(i/2) A` at `R = M` and `(i/2) A` at `R = -M`. -/
def sineHopping (M : ℕ) (A : Matrix n n ℂ) : ℤ → Matrix n n ℂ :=
  Pi.single (M : ℤ) ((-Complex.I / 2) • A) + Pi.single (-(M : ℤ)) ((Complex.I / 2) • A)

/-- The hoppings `sineHopping M A` give the Hamiltonian `H(k) = sin(M k) A`. -/
theorem bloch_sine (M : ℕ) (A : Matrix n n ℂ) (k : ℝ) :
    blochHamiltonian M (sineHopping M A) k = Complex.sin (M * k) • A := by
  have h1 := bloch_single (M := M) (a := (M : ℤ))
    (Finset.mem_Icc.mpr ⟨by omega, le_refl _⟩) ((-Complex.I / 2) • A) k
  have h2 := bloch_single (M := M) (a := -(M : ℤ))
    (Finset.mem_Icc.mpr ⟨le_refl _, by omega⟩) ((Complex.I / 2) • A) k
  simp only [blochHamiltonian] at h1 h2
  simp only [blochHamiltonian, sineHopping, Pi.add_apply, smul_add, Finset.sum_add_distrib]
  rw [h1, h2, smul_smul, smul_smul, ← add_smul]
  congr 1
  have e1 : Complex.I * k * ((M : ℤ) : ℂ) = M * k * Complex.I := by push_cast; ring
  have e2 : Complex.I * k * ((-(M : ℤ) : ℤ) : ℂ) = -(M * k) * Complex.I := by
    push_cast; ring
  unfold phase
  rw [e1, e2, Complex.sin]
  ring

/-- For `M ≥ 1`, the Hamiltonian `sin(M k) A` vanishes at all points of the mesh with
`K = 2M`, yet equals `A` at `k = π / (2M)`. -/
theorem sine_invisible {M : ℕ} (hM : 0 < M) (A : Matrix n n ℂ) :
    (∀ j < 2 * M, blochHamiltonian M (sineHopping M A) (meshPoint (2 * M) j) = 0) ∧
      blochHamiltonian M (sineHopping M A) (Real.pi / (2 * M)) = A := by
  have hM' : (M : ℂ) ≠ 0 := by exact_mod_cast hM.ne'
  constructor
  · intro j _
    have e : (M : ℂ) * (meshPoint (2 * M) j : ℝ) = j * Real.pi := by
      unfold meshPoint
      push_cast
      field_simp
    rw [bloch_sine, e, Complex.sin_nat_mul_pi, zero_smul]
  · have e : (M : ℂ) * ((Real.pi / (2 * M) : ℝ) : ℂ) = Real.pi / 2 := by
      push_cast
      field_simp
    rw [bloch_sine, e, Complex.sin_pi_div_two, one_smul]
```

`bloch_sine` adds two uses of `bloch_single` and recognises the sine. `sine_invisible` evaluates it at the mesh points and at π/(2M). Its hypothesis `hM` allows the division by M in both arguments. For M = 0 both matrices belong to R = 0 and cancel, so H is zero at every k and cannot equal a nonzero A.

## At least one orbital and one mesh point

For a general mesh with 1 ≤ K ≤ 2M, both −M and K − M lie in range. Put the same nonzero matrix A at one or the other:

H₁(k) = exp(−iMk) A

H₂(k) = exp(i(K − M)k) A = exp(iKk) H₁(k).

At a mesh point exp(iKk_j) = exp(2πij) = 1, so the samples agree. At k = π/K the factor is exp(iπ) = −1, so H₂ = −H₁, and H₁ is not zero there. Together with the recovery for K > 2M, this gives the equivalence.

```lean
/-- With at least one orbital and `K ≥ 1` mesh points, the mesh values determine every
Hamiltonian of hopping range `M` at all `k` if and only if `K > 2M`. -/
theorem samples_determine_iff [Nonempty n] (M : ℕ) {K : ℕ} (hK : 0 < K) :
    (∀ h h' : ℤ → Matrix n n ℂ,
      (∀ j < K, blochHamiltonian M h (meshPoint K j)
        = blochHamiltonian M h' (meshPoint K j)) →
      ∀ k, blochHamiltonian M h k = blochHamiltonian M h' k) ↔ 2 * M < K := by
  refine ⟨fun H => ?_, fun hMK h h' hs k => samples_determine hMK h h' hs k⟩
  by_contra hlt
  have hK' : (K : ℂ) ≠ 0 := by exact_mod_cast hK.ne'
  have ha : -(M : ℤ) ∈ Finset.Icc (-(M : ℤ)) M := Finset.mem_Icc.mpr ⟨by omega, by omega⟩
  have hb : (K : ℤ) + -(M : ℤ) ∈ Finset.Icc (-(M : ℤ)) M :=
    Finset.mem_Icc.mpr ⟨by omega, by omega⟩
  -- hoppings at `-M` and `K - M` are aliases of each other on the mesh
  have hmesh : ∀ j : ℕ, phase (meshPoint K j) (K : ℤ) = 1 := by
    intro j
    unfold phase meshPoint
    rw [Complex.exp_eq_one_iff]
    refine ⟨j, ?_⟩
    push_cast
    field_simp
  -- halfway between two mesh points they differ in sign
  have hhalf : phase (Real.pi / K) (K : ℤ) = -1 := by
    have e : Complex.I * ((Real.pi / K : ℝ) : ℂ) * ((K : ℤ) : ℂ)
        = Real.pi * Complex.I := by
      push_cast
      field_simp
    unfold phase
    rw [e, Complex.exp_pi_mul_I]
  have hk := H (Pi.single (-(M : ℤ)) (Matrix.of fun _ _ => 1))
    (Pi.single ((K : ℤ) + -(M : ℤ)) (Matrix.of fun _ _ => 1))
    (fun j _ => by rw [bloch_single ha, bloch_single hb, phase_add, hmesh, one_mul])
    (Real.pi / K)
  rw [bloch_single ha, bloch_single hb, phase_add, hhalf] at hk
  obtain ⟨i⟩ := ‹Nonempty n›
  have hi := congrFun (congrFun hk i) i
  simp only [Matrix.smul_apply, Matrix.of_apply, smul_eq_mul, mul_one] at hi
  have h0 : phase (Real.pi / K) (-(M : ℤ)) = 0 := by linear_combination hi / 2
  exact Complex.exp_ne_zero _ h0

end

end KoopmansWannierInterpolation
```

`samples_determine_iff` says that, for a given M and K ≥ 1, equal samples force equal Hamiltonians at all k, for every pair of hopping functions, if and only if 2M < K. One direction is `samples_determine`. For the other, the proof assumes K ≤ 2M and takes for A the matrix with all entries 1. Here `hmesh` is the factor 1 on the mesh and `hhalf` the factor −1 halfway between points. A diagonal entry then forces a phase to be zero, which an exponential never is.

That entry needs an orbital, supplied by `Nonempty n`. With no orbitals all matrices are equal, any mesh determines H, and the equivalence fails for K ≤ 2M.

The hypothesis `hK` serves the construction: at K = 0 the two hopping functions coincide and π/K has no meaning. The equivalence would still be true there, since an empty mesh determines nothing once there is an orbital.

H₁ and H₂ are not Hermitian in general. A further argument, left unformalised, extends the failure to Hermitian Hamiltonians: multiply a nonzero Hermitian A by the real or the imaginary part of exp(−iMk) − exp(i(K − M)k). Both parts vanish on the mesh, and at least one is nonzero at π/K.

```lean
#print axioms KoopmansWannierInterpolation.interpolation_formula
-- 'KoopmansWannierInterpolation.interpolation_formula' depends on axioms: [propext, Classical.choice, Quot.sound]
#print axioms KoopmansWannierInterpolation.sine_invisible
-- 'KoopmansWannierInterpolation.sine_invisible' depends on axioms: [propext, Classical.choice, Quot.sound]
#print axioms KoopmansWannierInterpolation.samples_determine_iff
-- 'KoopmansWannierInterpolation.samples_determine_iff' depends on axioms: [propext, Classical.choice, Quot.sound]
```
